# The zero-field susceptibility of two levels coupled by a field is $2m^2\tanh(\beta\Delta/2)/\Delta$

Take a system with just two levels, no permanent moments, and a transition moment $m$ between the levels. If the gap $\Delta$ is large compared with $k_BT$, its paramagnetic susceptibility is close to the temperature-independent Van Vleck value $2m^2/\Delta$. If the gap is small, it is close to the Curie value $\beta m^2$, with $\beta = 1/(k_BT)$. The formula in the title covers both cases and the crossover between them. In a system with more levels, the transition moment between two levels of different energy contributes this formula multiplied by the pair's share of the total population; that extension is not proved here.

## Two levels and their free energy

```lean
import Mathlib

open Filter Topology

namespace TwoLevelSusceptibility

noncomputable section
```

The file loads the Mathlib library and opens the notation for limits that is used at the end.

```lean
/-- Two levels at energies `0` and `Δ`, coupled by a field `b` through the transition moment `m`. -/
def hamiltonian (m Δ b : ℝ) : Matrix (Fin 2) (Fin 2) ℝ :=
  !![0, b * m; b * m, Δ]
```

This defines the Hamiltonian

$$H(b)=\begin{pmatrix}0 & bm\\ bm & \Delta\end{pmatrix}.$$

The type `Matrix (Fin 2) (Fin 2) ℝ` says that $H$ is a real $2\times2$ matrix with indices 0 and 1. The field $b$ enters only off the diagonal and only linearly, so neither level has a moment of its own and there is no diamagnetic term in $b^2$. Taking $m$ real loses nothing for two levels, since the phase of a single coupling can be absorbed into one basis state.

```lean
/-- The free energy `-log tr exp(-β H(b)) / β` at inverse temperature `β ≠ 0`. -/
def freeEnergy (β m Δ b : ℝ) : ℝ :=
  -Real.log (Matrix.trace (NormedSpace.exp ((-β) • hamiltonian m Δ b))) / β
```

In ordinary notation, $F(b)=-\frac1\beta\log\operatorname{tr}e^{-\beta H(b)}$. The symbol `•` multiplies a matrix by a number, and `NormedSpace.exp` is the true matrix exponential, not the exponential of each entry.

```lean
/-- The zero-field susceptibility: minus the second field derivative of the free energy at `b = 0`,
for `β ≠ 0`. -/
def susceptibility (β m Δ : ℝ) : ℝ :=
  -deriv (deriv (freeEnergy β m Δ)) 0
```

The susceptibility is $\chi=-F''(0)$, written as a derivative of a derivative. It refers to one two-level system and has the units of moment squared over energy; number density and $\mu_0$ are left out. Lean's `deriv` returns 0 where a function has no derivative, so differentiability is proved separately below.

## The partition function in a field

```lean
/-- The quantity `√((Δ/2)² + (b m)²)`, half the distance between the two levels in the field. -/
def halfGap (m Δ b : ℝ) : ℝ :=
  Real.sqrt ((Δ / 2) ^ 2 + (b * m) ^ 2)
```

Write $R(b)=\sqrt{(\Delta/2)^2+(bm)^2}$. The energies in the field will turn out to be $\Delta/2\pm R$, a distance $2R$ apart.

```lean
/-- The levels stay apart at every field when `Δ > 0`. -/
theorem halfGap_pos {Δ : ℝ} (hΔ : 0 < Δ) (m b : ℝ) : 0 < halfGap m Δ b :=
  Real.sqrt_pos.2 (by positivity)
```

A Lean theorem lists its hypotheses, then its statement after a colon, then its proof after `:=`. Here `(hΔ : 0 < Δ)` is the hypothesis $\Delta>0$, and the conclusion is $R(b)>0$ for every $m$ and $b$. The quantity under the root is at least $(\Delta/2)^2$, which is positive.

```lean
/-- The partition function in the field is `2 exp(-βΔ/2) cosh(βR)`, with `R` half the level
distance. -/
theorem partitionFunction_eq {Δ : ℝ} (hΔ : 0 < Δ) (β m b : ℝ) :
    Matrix.trace (NormedSpace.exp ((-β) • hamiltonian m Δ b)) =
      2 * Real.exp (-(β * Δ / 2)) * Real.cosh (β * halfGap m Δ b) := by
  have hpos := halfGap_pos hΔ m b
  have hR : halfGap m Δ b ^ 2 = (Δ / 2) ^ 2 + (b * m) ^ 2 := Real.sq_sqrt (by positivity)
  generalize halfGap m Δ b = R at hpos hR ⊢
  have hext : ∀ {a b c d a' b' c' d' : ℝ}, a = a' → b = b' → c = c' → d = d' →
      !![a, b; c, d] = !![a', b'; c', d'] := by
    rintro _ _ _ _ _ _ _ _ rfl rfl rfl rfl
    rfl
  -- the columns of P are the eigenvectors
  obtain ⟨P, hP⟩ : ∃ P : Matrix (Fin 2) (Fin 2) ℝ,
      P = !![Δ / 2 + R, b * m; -(b * m), Δ / 2 + R] := ⟨_, rfl⟩
  have hdet : IsUnit P.det := by
    rw [hP, Matrix.det_fin_two_of]
    have h1 : 0 < (Δ / 2 + R) * (Δ / 2 + R) := by positivity
    have h2 := mul_self_nonneg (b * m)
    have h3 : 0 < (Δ / 2 + R) * (Δ / 2 + R) - b * m * -(b * m) := by linarith
    exact isUnit_iff_ne_zero.2 h3.ne'
  have hH : (-β) • hamiltonian m Δ b =
      !![0, -β * (b * m); -β * (b * m), -β * Δ] := by
    ext i j
    fin_cases i <;> fin_cases j <;> simp [hamiltonian]
  have hD : Matrix.diagonal ![-β * (Δ / 2 - R), -β * (Δ / 2 + R)] =
      !![-β * (Δ / 2 - R), 0; 0, -β * (Δ / 2 + R)] := by
    ext i j
    fin_cases i <;> fin_cases j <;> simp [Matrix.diagonal]
  have key : (-β) • hamiltonian m Δ b * P =
      P * Matrix.diagonal ![-β * (Δ / 2 - R), -β * (Δ / 2 + R)] := by
    rw [hH, hD, hP, Matrix.mul_fin_two, Matrix.mul_fin_two]
    refine hext ?_ ?_ ?_ ?_
    · linear_combination (-β) * hR
    · ring
    · ring
    · linear_combination β * hR
  have hconj : (-β) • hamiltonian m Δ b =
      P * Matrix.diagonal ![-β * (Δ / 2 - R), -β * (Δ / 2 + R)] * P⁻¹ := by
    rw [← key, Matrix.mul_assoc, Matrix.mul_nonsing_inv _ hdet, Matrix.mul_one]
  have hpi : ∀ (v : Fin 2 → ℝ) (i : Fin 2), NormedSpace.exp v i = Real.exp (v i) := by
    intro v i
    rw [Real.exp_eq_exp_ℝ]
    exact NormedSpace.map_exp (Pi.evalRingHom (fun _ : Fin 2 => ℝ) i) (continuous_apply i) v
  -- the trace only sees the exponentials of the eigenvalues
  rw [hconj, Matrix.exp_conj _ _ ((Matrix.isUnit_iff_isUnit_det P).2 hdet),
    Matrix.trace_mul_cycle, Matrix.nonsing_inv_mul _ hdet, Matrix.one_mul,
    Matrix.exp_diagonal, Matrix.trace_diagonal, Fin.sum_univ_two, hpi, hpi]
  simp only [Matrix.cons_val_zero, Matrix.cons_val_one]
  rw [show -β * (Δ / 2 - R) = -(β * Δ / 2) + β * R by ring,
    show -β * (Δ / 2 + R) = -(β * Δ / 2) + -(β * R) by ring,
    Real.exp_add, Real.exp_add, Real.cosh_eq]
  ring
```

The statement is $\operatorname{tr}e^{-\beta H}=2e^{-\beta\Delta/2}\cosh(\beta R)$. By hand, one checks that

$$v_-=\begin{pmatrix}\Delta/2+R\\-bm\end{pmatrix},\qquad v_+=\begin{pmatrix}bm\\ \Delta/2+R\end{pmatrix}$$

satisfy $Hv_\pm=(\Delta/2\pm R)v_\pm$. For the first entry of $Hv_-$, for instance, $-(bm)^2=(\Delta/2-R)(\Delta/2+R)$, which is the definition of $R^2$ rearranged. Both vectors have length $\sqrt{2R(R+\Delta/2)}$, and dividing by it normalises them. The trace is then the sum of two Boltzmann factors:

$$e^{-\beta(\Delta/2-R)}+e^{-\beta(\Delta/2+R)}=2e^{-\beta\Delta/2}\cosh(\beta R).$$

The proof follows the same route. The matrix `P` has the unnormalised eigenvectors as columns, and `hdet` shows that it is invertible. The step `key` is the eigenvalue equation multiplied by $-\beta$; its two calls to `linear_combination` are where $R^2=(\Delta/2)^2+(bm)^2$ is used. From this, `hconj` writes $-\beta H=PDP^{-1}$ with $D$ diagonal. Then `Matrix.exp_conj` gives $e^{PDP^{-1}}=Pe^DP^{-1}$, and the cyclic property of the trace removes $P$.

## From the slope to the curvature at zero field

```lean
/-- The slope of the free energy at any field `b` is `-b m² tanh(βR)/R`, with `R` half the level
distance. -/
theorem hasDerivAt_freeEnergy {β Δ : ℝ} (hβ : 0 < β) (hΔ : 0 < Δ) (m b : ℝ) :
    HasDerivAt (freeEnergy β m Δ)
      (-(b * m ^ 2 * Real.tanh (β * halfGap m Δ b) / halfGap m Δ b)) b := by
  have hfun : freeEnergy β m Δ = fun x =>
      -Real.log (2 * Real.exp (-(β * Δ / 2)) * Real.cosh (β * halfGap m Δ x)) / β := by
    funext x
    rw [freeEnergy, partitionFunction_eq hΔ]
  have hin : HasDerivAt (fun x : ℝ => (Δ / 2) ^ 2 + (x * m) ^ 2) (2 * (b * m) * m) b :=
    ((((hasDerivAt_id' b).mul_const m).fun_pow 2).const_add ((Δ / 2) ^ 2)).congr_deriv
      (by norm_num)
  have hne : (Δ / 2) ^ 2 + (b * m) ^ 2 ≠ 0 := by positivity
  have h1 : HasDerivAt (halfGap m Δ) (2 * (b * m) * m / (2 * halfGap m Δ b)) b :=
    hin.sqrt hne
  have hR := (halfGap_pos hΔ m b).ne'
  have hc := (Real.cosh_pos (β * halfGap m Δ b)).ne'
  have hK : 2 * Real.exp (-(β * Δ / 2)) * Real.cosh (β * halfGap m Δ b) ≠ 0 :=
    mul_ne_zero (by positivity) hc
  rw [hfun]
  refine (((((h1.const_mul β).cosh).const_mul
    (2 * Real.exp (-(β * Δ / 2)))).log hK).fun_neg.div_const β).congr_deriv ?_
  rw [Real.tanh_eq_sinh_div_cosh]
  field_simp
```

`HasDerivAt f c b` says that $f$ is differentiable at $b$ and that its derivative there is $c$. The theorem therefore states, at every field,

$$F'(b)=-\frac{b\,m^2\tanh(\beta R)}{R}.$$

Taking the logarithm of the partition function gives

$$F=\frac{\Delta}{2}-\frac1\beta\log\bigl(2\cosh(\beta R)\bigr),$$

so $F'=-\tanh(\beta R)\,R'$. Differentiating the square root gives $R'=2bm^2/(2R)=bm^2/R$, and the result follows.

In the proof, `hin` differentiates the quantity under the root and `h1` gives $R'$. The chain rule then passes through $\cosh$ and the logarithm, and `field_simp` cancels the common factors, including $\beta$.

```lean
/-- The derivative of the free energy is differentiable at zero field, with derivative `-2 m²
tanh(βΔ/2)/Δ`. -/
theorem hasDerivAt_deriv_freeEnergy {β Δ : ℝ} (hβ : 0 < β) (hΔ : 0 < Δ) (m : ℝ) :
    HasDerivAt (deriv (freeEnergy β m Δ))
      (-(2 * m ^ 2 * Real.tanh (β * Δ / 2) / Δ)) 0 := by
  -- the slope is b times a function that is differentiable at b = 0
  have hfun : deriv (freeEnergy β m Δ) = fun b => b * (-m ^ 2 *
      (Real.sinh (β * halfGap m Δ b) / Real.cosh (β * halfGap m Δ b)) / halfGap m Δ b) := by
    funext b
    rw [(hasDerivAt_freeEnergy hβ hΔ m b).deriv, Real.tanh_eq_sinh_div_cosh]
    ring
  have h0 : DifferentiableAt ℝ (fun x : ℝ => (Δ / 2) ^ 2 + (x * m) ^ 2) 0 := by fun_prop
  have hne : (Δ / 2) ^ 2 + ((0 : ℝ) * m) ^ 2 ≠ 0 := by positivity
  have hR : DifferentiableAt ℝ (halfGap m Δ) 0 := h0.sqrt hne
  have h00 : halfGap m Δ 0 = Δ / 2 := by
    unfold halfGap
    rw [show (Δ / 2) ^ 2 + ((0 : ℝ) * m) ^ 2 = (Δ / 2) ^ 2 by ring,
      Real.sqrt_sq (by positivity)]
  have hs := hR.hasDerivAt.const_mul β
  have hg := ((hs.sinh.fun_div hs.cosh (Real.cosh_pos _).ne').const_mul (-m ^ 2)).fun_div
    hR.hasDerivAt (halfGap_pos hΔ m 0).ne'
  rw [hfun]
  refine ((hasDerivAt_id' (0 : ℝ)).fun_mul hg).congr_deriv ?_
  rw [zero_mul, add_zero, one_mul, h00, Real.tanh_eq_sinh_div_cosh,
    show β * Δ / 2 = β * (Δ / 2) by ring]
  ring
```

This states that $F'$ is itself differentiable at $b=0$, with

$$F''(0)=-\frac{2m^2\tanh(\beta\Delta/2)}{\Delta}.$$

The second derivative is needed only at $b=0$. Write $F'(b)=b\,g(b)$ with $g(b)=-m^2\tanh(\beta R)/R$. The product rule gives $F''(0)=g(0)+0\cdot g'(0)=g(0)$, and $R(0)=\Delta/2$ turns $g(0)$ into the stated value.

The step `hfun` is this factorisation, with $\tanh$ written as $\sinh/\cosh$. The step `hg` shows that $g$ is differentiable at 0, `h00` is $R(0)=\Delta/2$, and `fun_mul` is the product rule.

```lean
/-- The zero-field susceptibility of the two-level system is `2 m² tanh(βΔ/2)/Δ`. -/
theorem susceptibility_eq {β Δ : ℝ} (hβ : 0 < β) (hΔ : 0 < Δ) (m : ℝ) :
    susceptibility β m Δ = 2 * m ^ 2 * Real.tanh (β * Δ / 2) / Δ := by
  rw [susceptibility, (hasDerivAt_deriv_freeEnergy hβ hΔ m).deriv, neg_neg]
```

A change of sign gives the susceptibility for all $\beta,\Delta>0$ and real $m$:

$$\chi=\frac{2m^2}{\Delta}\tanh\frac{\beta\Delta}{2}.$$

At nonzero temperature, a derivation by perturbation theory goes wrong if only the ground level is allowed to respond. To second order the ground level moves by $-b^2m^2/\Delta$ and the excited level by $+b^2m^2/\Delta$, so their contributions to $\chi$ have opposite signs. The factor $\tanh(\beta\Delta/2)$ is the difference of the two zero-field populations. With the ground population alone, the answer would diverge as $m^2/\Delta$ for a closing gap.

## The Curie value as an upper bound

```lean
/-- The hyperbolic tangent of a non-negative number is at most that number. -/
theorem tanh_le_self {x : ℝ} (hx : 0 ≤ x) : Real.tanh x ≤ x := by
  have hd : ∀ y : ℝ, HasDerivAt (fun y => y * Real.cosh y - Real.sinh y)
      (y * Real.sinh y) y := fun y =>
    (((hasDerivAt_id' y).fun_mul (Real.hasDerivAt_cosh y)).fun_sub
      (Real.hasDerivAt_sinh y)).congr_deriv (by ring)
  have hmono : MonotoneOn (fun y => y * Real.cosh y - Real.sinh y) (Set.Ici 0) := by
    refine monotoneOn_of_deriv_nonneg (convex_Ici 0)
      (fun y _ => (hd y).continuousAt.continuousWithinAt)
      (fun y _ => (hd y).differentiableAt.differentiableWithinAt) (fun y hy => ?_)
    rw [interior_Ici] at hy
    have hy' : 0 ≤ y := le_of_lt hy
    rw [(hd y).deriv]
    exact mul_nonneg hy' (Real.sinh_nonneg_iff.2 hy')
  have h := hmono (Set.mem_Ici.2 le_rfl) (Set.mem_Ici.2 hx) hx
  simp only [zero_mul, Real.sinh_zero, sub_zero] at h
  rw [Real.tanh_eq_sinh_div_cosh, div_le_iff₀ (Real.cosh_pos x)]
  linarith
```

The inequality is $\tanh x\le x$ for $x\ge0$. Let $h(x)=x\cosh x-\sinh x$. Then $h(0)=0$ and $h'(x)=\cosh x+x\sinh x-\cosh x=x\sinh x\ge0$, so $h(x)\ge0$. Dividing $\sinh x\le x\cosh x$ by $\cosh x>0$ gives the claim. In Lean, `hd` is the derivative, `hmono` says that $h$ does not decrease on $[0,\infty)$, and the last lines compare $h(x)$ with $h(0)$.

```lean
/-- The susceptibility is at most `β m²`. -/
theorem susceptibility_le {β Δ : ℝ} (hβ : 0 < β) (hΔ : 0 < Δ) (m : ℝ) :
    susceptibility β m Δ ≤ β * m ^ 2 := by
  rw [susceptibility_eq hβ hΔ, div_le_iff₀ hΔ]
  have ht : Real.tanh (β * Δ / 2) ≤ β * Δ / 2 := tanh_le_self (by positivity)
  nlinarith [mul_le_mul_of_nonneg_left ht (sq_nonneg m)]
```

With $x=\beta\Delta/2$,

$$\chi\le\frac{2m^2}{\Delta}\cdot\frac{\beta\Delta}{2}=\beta m^2.$$

The proof multiplies through by $\Delta$ and uses $m^2\ge0$. For this model, a computed value above $\beta m^2$ signals an error.

## Low temperature and a closing gap

```lean
/-- The hyperbolic tangent tends to one at large arguments. -/
theorem tendsto_tanh : Tendsto Real.tanh atTop (𝓝 1) := by
  have hform : Real.tanh = fun x =>
      (1 - Real.exp (-x) * Real.exp (-x)) / (1 + Real.exp (-x) * Real.exp (-x)) := by
    funext x
    have h : Real.exp x * Real.exp (-x) = 1 := by rw [← Real.exp_add, add_neg_cancel, Real.exp_zero]
    rw [Real.tanh_eq_sinh_div_cosh, Real.sinh_eq, Real.cosh_eq,
      div_eq_div_iff (by positivity) (by positivity)]
    linear_combination Real.exp (-x) * h
  have he := Real.tendsto_exp_neg_atTop_nhds_zero
  have hl := ((he.mul he).const_sub 1).div ((he.mul he).const_add 1) (by norm_num)
  rw [show ((1 : ℝ) - 0 * 0) / (1 + 0 * 0) = 1 by norm_num] at hl
  rw [hform]
  exact hl
```

`Tendsto Real.tanh atTop (𝓝 1)` reads "$\tanh x\to1$ as $x\to\infty$". Here `atTop` stands for the argument growing without bound, and `𝓝 1` for the neighbourhoods of 1. The proof rewrites

$$\tanh x=\frac{1-e^{-2x}}{1+e^{-2x}}$$

and lets $e^{-x}\to0$.

```lean
/-- As the temperature goes to zero the susceptibility tends to the Van Vleck value `2 m²/Δ`. -/
theorem tendsto_vanVleck {Δ : ℝ} (hΔ : 0 < Δ) (m : ℝ) :
    Tendsto (fun β => susceptibility β m Δ) atTop (𝓝 (2 * m ^ 2 / Δ)) := by
  have harg : Tendsto (fun β : ℝ => β * Δ / 2) atTop atTop :=
    (tendsto_id.atTop_mul_const hΔ).atTop_div_const two_pos
  have hl := ((tendsto_tanh.comp harg).const_mul (2 * m ^ 2)).div_const Δ
  rw [mul_one] at hl
  refine hl.congr' ?_
  filter_upwards [eventually_gt_atTop 0] with β hβ
  exact (susceptibility_eq hβ hΔ m).symm
```

At fixed $\Delta>0$, $\chi\to2m^2/\Delta$ as $\beta\to\infty$. The argument $\beta\Delta/2$ grows without bound, so the thermal factor tends to 1. The formula for $\chi$ was proved only for $\beta>0$, and the `filter_upwards` line records that this is enough for a limit at large $\beta$.

```lean
/-- As the level separation closes at fixed temperature the susceptibility tends to the Curie
value `β m²`. -/
theorem tendsto_curie {β : ℝ} (hβ : 0 < β) (m : ℝ) :
    Tendsto (fun Δ => susceptibility β m Δ) (𝓝[>] 0) (𝓝 (β * m ^ 2)) := by
  have h1 : HasDerivAt (fun x : ℝ => β * x / 2) (β / 2) 0 := by
    simpa using ((hasDerivAt_id' (0 : ℝ)).const_mul β).div_const 2
  have h3 : HasDerivAt (fun x : ℝ => Real.tanh (β * x / 2)) (β / 2) 0 := by
    simp only [Real.tanh_eq_sinh_div_cosh]
    exact (h1.sinh.fun_div h1.cosh (Real.cosh_pos _).ne').congr_deriv (by simp)
  -- the limit is 2 m² times the slope of tanh(βx/2) at x = 0
  have h4 := ((hasDerivAt_iff_tendsto_slope_zero.1 h3).mono_left
    (nhdsWithin_mono 0 (fun x (hx : x ∈ Set.Ioi (0 : ℝ)) =>
      (Set.mem_Ioi.1 hx).ne'))).const_mul (2 * m ^ 2)
  rw [show 2 * m ^ 2 * (β / 2) = β * m ^ 2 by ring] at h4
  refine h4.congr' ?_
  filter_upwards [self_mem_nhdsWithin] with x hx
  rw [susceptibility_eq hβ hx]
  simp only [zero_add, mul_zero, zero_div, Real.tanh_zero, sub_zero, smul_eq_mul]
  ring

end

end TwoLevelSusceptibility
```

At fixed $\beta>0$, $\chi\to\beta m^2$ as $\Delta$ approaches 0 from above, which is what `𝓝[>] 0` means. The bound is therefore sharp: at given $\beta$ and $m$, no smaller number bounds $\chi$ for every gap. By hand,

$$\frac{\tanh(\beta\Delta/2)}{\Delta}\to\frac{\beta}{2},$$

because the left side is the difference quotient at 0 of $\Delta\mapsto\tanh(\beta\Delta/2)$, whose slope there is $\beta/2$. Multiplying by $2m^2$ gives $\beta m^2$. The step `h3` is that slope, and `h4` turns it into a one-sided limit.

The limit has a direct physical reading. At $\Delta=0$ the levels would be $\pm bm$, those of a free two-state moment, whose susceptibility is the Curie value.

```lean
#print axioms TwoLevelSusceptibility.susceptibility_eq
-- 'TwoLevelSusceptibility.susceptibility_eq' depends on axioms: [propext, Classical.choice, Quot.sound]
#print axioms TwoLevelSusceptibility.susceptibility_le
-- 'TwoLevelSusceptibility.susceptibility_le' depends on axioms: [propext, Classical.choice, Quot.sound]
#print axioms TwoLevelSusceptibility.tendsto_vanVleck
-- 'TwoLevelSusceptibility.tendsto_vanVleck' depends on axioms: [propext, Classical.choice, Quot.sound]
#print axioms TwoLevelSusceptibility.tendsto_curie
-- 'TwoLevelSusceptibility.tendsto_curie' depends on axioms: [propext, Classical.choice, Quot.sound]
```
